# An exact correlated-Gaussian energy for harmonically trapped and coupled particles in one dimension, below that of every centred equal-width Gaussian product

A correlated-Gaussian program with a wrong factor in its pair-coupling matrix elements can still converge to a plausible energy. Without an exact reference value, such an error is hard to tell from an incomplete basis.

## Two energies for one Hamiltonian

Take $N\ge2$ particles on a line, with $\hbar=m=1$ and

$$H=-\tfrac12\sum_i\partial_i^2+\tfrac{\omega^2}{2}\sum_i x_i^2+\tfrac{\kappa}{2}\sum_{i<j}(x_i-x_j)^2 .$$

The trap frequency $\omega>0$ confines the centre of mass. The pair coupling $\kappa\neq0$ may be attractive or repulsive, provided that $\omega^2+N\kappa>0$, which keeps the relative motion bound. Write $\Omega=\sqrt{\omega^2+N\kappa}$ and $r=\sqrt{\omega^2+(N-1)\kappa}$; the second radicand is positive too, since it equals $(\omega^2+(N-1)\Omega^2)/N$. A correlated Gaussian is an eigenfunction with energy $E$, and the best product $\prod_i e^{-ax_i^2/2}$ with $a>0$ has energy $E_{\rm prod}$:

$$E=\frac{\omega+(N-1)\Omega}{2}\;<\;E_{\rm prod}=\frac{Nr}{2}.$$

## Reference values for matrix elements

For this harmonic model, a code using $e^{-x^{T}Ax/2}$ without antisymmetrisation should return $E$ when $A$ has diagonal entries $\Omega+b$ and off-diagonal entries $b=(\omega-\Omega)/N$. When $A$ is $a$ times the unit matrix and $a>0$ is optimised, it should return $E_{\rm prod}$. For $N=2$, $\omega=1$, $\kappa=4$, these are $2$ and $\sqrt5$. Here $a$ is twice the exponent in the basis-set convention $e^{-\alpha x^2}$.

## From pair distances to the energy gap

Let $S=\sum_i x_i^2$ and $X=\sum_i x_i$. Half the sum of $(x_i-x_j)^2$ over all ordered pairs gives

$$\sum_{i<j}(x_i-x_j)^2=NS-X^2 .$$

For $g=e^{-(aS+bX^2)/2}$, the first derivative is $\partial_i g=-(ax_i+bX)g$, so

$$\partial_i^2g=[(ax_i+bX)^2-(a+b)]g .$$

Summing over $i$ and adding the potential,

$$\frac{Hg}{g}=\frac{N(a+b)}2+\frac{\omega^2+N\kappa-a^2}{2}S-\frac{\kappa+2ab+Nb^2}{2}X^2 .$$

Set $a=\Omega$ and $b=(\omega-\Omega)/N$. The $S$ term vanishes. So does the $X^2$ term, because

$$N(\kappa+2ab+Nb^2)=N\kappa+2\Omega(\omega-\Omega)+(\omega-\Omega)^2=N\kappa+\omega^2-\Omega^2=0 .$$

The constant left over is $E$. The squared wavefunction is

$$g^2=e^{-\Omega(S-X^2/N)-\omega X^2/N}.$$

Cauchy–Schwarz gives $X^2/N\le S$, so $g^2\le e^{-\min(\omega,\Omega)S}$, which is integrable.

For the product, $b=0$. Integrating the derivatives of $e^{-at^2}$ and $te^{-at^2}$ over the line gives zero, hence $\langle x_i\rangle=0$ and $\langle x_i^2\rangle=1/(2a)$. The density factorises, so $\langle x_ix_j\rangle=0$ for $i\ne j$ and $\langle S\rangle=\langle X^2\rangle=N/(2a)$. Therefore

$$E(a)=\frac N4\left(a+\frac{r^2}{a}\right)=\frac{Nr}{2}+\frac{N(a-r)^2}{4a},$$

with its minimum at $a=r$. Finally,

$$(Nr)^2-(\omega+(N-1)\Omega)^2=(N-1)(\Omega-\omega)^2>0,$$

since $\kappa\ne0$ makes $\Omega\neq\omega$. Both energies are positive, so $E<E_{\rm prod}$.

In Lean 4 with Mathlib:

```lean
import Mathlib

open MeasureTheory

noncomputable section

namespace CoupledOscillators

variable {N : ℕ}

/-- Harmonic trap of frequency `ω` plus a harmonic coupling `κ` between every pair. -/
def potential (ω κ : ℝ) (x : Fin N → ℝ) : ℝ :=
  ω ^ 2 * (∑ i, x i ^ 2) / 2 + κ * (∑ i, ∑ j, if i < j then (x i - x j) ^ 2 else 0) / 2

/-- The Hamiltonian `-½ Σ ∂ᵢ² + V` acting on a wavefunction (unit mass and `ħ = 1`). -/
def hamiltonian (ω κ : ℝ) (ψ : (Fin N → ℝ) → ℝ) (x : Fin N → ℝ) : ℝ :=
  -(∑ i, deriv (deriv fun t => ψ (Function.update x i t)) (x i)) / 2 + potential ω κ x * ψ x

/-- Energy expectation value `⟨ψ|H|ψ⟩/⟨ψ|ψ⟩`, for real `ψ` of finite nonzero norm
with `ψ Hψ` integrable. -/
def energy (ω κ : ℝ) (ψ : (Fin N → ℝ) → ℝ) : ℝ :=
  (∫ x, ψ x * hamiltonian ω κ ψ x) / ∫ x, ψ x ^ 2

/-- The Gaussian `exp(-(a Σ xᵢ² + b (Σ xᵢ)²)/2)`. -/
def gaussian (a b : ℝ) (x : Fin N → ℝ) : ℝ :=
  Real.exp (-(a * (∑ i, x i ^ 2) + b * (∑ i, x i) ^ 2) / 2)

/-- Product of identical one-particle Gaussians `exp(-a xᵢ²/2)`. -/
def productGaussian (a : ℝ) (x : Fin N → ℝ) : ℝ := ∏ i, Real.exp (-a * x i ^ 2 / 2)

/-- Correlated Gaussian with exponent `ω` for the centre of mass and `√(ω²+Nκ)` for
relative motion, for `N ≥ 1` and `ω²+Nκ ≥ 0`. -/
def correlatedGaussian (ω κ : ℝ) : (Fin N → ℝ) → ℝ :=
  gaussian (Real.sqrt (ω ^ 2 + N * κ)) ((ω - Real.sqrt (ω ^ 2 + N * κ)) / N)

/-- The unnormalised density `exp(-a Σ xᵢ²)`. -/
def density (a : ℝ) (x : Fin N → ℝ) : ℝ := Real.exp (-a * ∑ i, x i ^ 2)

/-- The sum of squared pair distances is `N Σ xᵢ² - (Σ xᵢ)²`. -/
theorem pair_sum (x : Fin N → ℝ) :
    (∑ i, ∑ j, if i < j then (x i - x j) ^ 2 else 0)
      = N * (∑ i, x i ^ 2) - (∑ i, x i) ^ 2 := by
  have hswap : (∑ i, ∑ j, if i < j then (x i - x j) ^ 2 else 0)
      = ∑ i, ∑ j, if j < i then (x i - x j) ^ 2 else 0 := by
    rw [Finset.sum_comm]
    refine Finset.sum_congr rfl fun i _ => Finset.sum_congr rfl fun j _ => ?_
    rw [show (x j - x i) ^ 2 = (x i - x j) ^ 2 by ring]
  have hfull : (∑ i, ∑ j, if i < j then (x i - x j) ^ 2 else 0)
      + (∑ i, ∑ j, if j < i then (x i - x j) ^ 2 else 0) = ∑ i, ∑ j, (x i - x j) ^ 2 := by
    simp only [← Finset.sum_add_distrib]
    refine Finset.sum_congr rfl fun i _ => Finset.sum_congr rfl fun j _ => ?_
    rcases lt_trichotomy i j with h | h | h
    · rw [if_pos h, if_neg (not_lt_of_ge h.le), add_zero]
    · simp [h]
    · rw [if_pos h, if_neg (not_lt_of_ge h.le), zero_add]
  have e : ∀ i j, (x i - x j) ^ 2 = x i ^ 2 + x j ^ 2 - 2 * (x i * x j) := fun i j => by ring
  simp only [e, Finset.sum_sub_distrib, Finset.sum_add_distrib, ← Finset.mul_sum,
    ← Finset.sum_mul, Finset.sum_const, Finset.card_univ, Fintype.card_fin,
    nsmul_eq_mul] at hfull hswap ⊢
  linarith

/-- Second partial derivative of the Gaussian in the coordinate of particle `i`. -/
theorem second_deriv_gaussian (a b : ℝ) (x : Fin N → ℝ) (i : Fin N) :
    deriv (deriv fun t => gaussian a b (Function.update x i t)) (x i)
      = ((a * x i + b * ∑ j, x j) ^ 2 - (a + b)) * gaussian a b x := by
  have hsum : ∀ f : ℝ → ℝ, ∃ P, ∀ t, ∑ j, f (Function.update x i t j) = f t + P := by
    refine fun f => ⟨∑ j ∈ Finset.univ.erase i, f (x j), fun t => ?_⟩
    rw [← Finset.add_sum_erase _ _ (Finset.mem_univ i), Function.update_self]
    congr 1
    exact Finset.sum_congr rfl fun j hj => by
      rw [Function.update_of_ne (Finset.ne_of_mem_erase hj)]
  obtain ⟨P, hP⟩ := hsum fun s => s ^ 2
  obtain ⟨Q, hQ⟩ := hsum fun s => s
  have hg : ∀ t, gaussian a b (Function.update x i t)
      = Real.exp (-(a * (t * t + P) + b * ((t + Q) * (t + Q))) / 2) := fun t => by
    simp only [gaussian, hP, hQ]
    congr 1
    ring
  have d1 : ∀ t, HasDerivAt (fun t => gaussian a b (Function.update x i t))
      (-(a * t + b * (t + Q)) * gaussian a b (Function.update x i t)) t := by
    intro t
    have u := hasDerivAt_id' t
    have v := u.add_const Q
    have h := ((((u.fun_mul u).add_const P).const_mul a).fun_add
      ((v.fun_mul v).const_mul b)).fun_neg.div_const 2
    simp only [hg]
    exact h.exp.congr_deriv (by ring)
  have u := hasDerivAt_id' (x i)
  have hlin : HasDerivAt (fun t : ℝ => -(a * t + b * (t + Q))) (-(a + b)) (x i) :=
    ((u.const_mul a).fun_add ((u.add_const Q).const_mul b)).fun_neg.congr_deriv (by ring)
  have hS := hQ (x i)
  rw [Function.update_eq_self] at hS
  rw [funext fun t => (d1 t).deriv, (hlin.fun_mul (d1 (x i))).deriv,
    Function.update_eq_self, hS]
  ring

/-- The Hamiltonian multiplies a Gaussian by a quadratic function of the coordinates. -/
theorem hamiltonian_gaussian (ω κ a b : ℝ) (x : Fin N → ℝ) :
    hamiltonian ω κ (gaussian a b) x = (N * (a + b) / 2
      + (ω ^ 2 + N * κ - a ^ 2) / 2 * (∑ i, x i ^ 2)
      - (κ + 2 * a * b + N * b ^ 2) / 2 * (∑ i, x i) ^ 2) * gaussian a b x := by
  have h : ∀ c, ∑ i, ((a * x i + b * c) ^ 2 - (a + b)) = a ^ 2 * (∑ i, x i ^ 2)
      + 2 * a * b * c * (∑ i, x i) + N * (b ^ 2 * c ^ 2 - (a + b)) := by
    intro c
    have e : ∀ i, (a * x i + b * c) ^ 2 - (a + b) = a ^ 2 * x i ^ 2
        + 2 * a * b * c * x i + (b ^ 2 * c ^ 2 - (a + b)) := fun i => by ring
    simp only [e, Finset.sum_add_distrib, ← Finset.mul_sum, Finset.sum_const,
      Finset.card_univ, Fintype.card_fin, nsmul_eq_mul]
  simp only [hamiltonian, potential, second_deriv_gaussian, pair_sum]
  rw [← Finset.sum_mul, h]
  ring

/-- For `N ≥ 1` and `ω²+Nκ ≥ 0` the correlated Gaussian solves the Schrödinger equation
with energy `(ω+(N-1)√(ω²+Nκ))/2`. -/
theorem correlated_eigen {ω κ : ℝ} (hN : 0 < N) (h : 0 ≤ ω ^ 2 + N * κ) (x : Fin N → ℝ) :
    hamiltonian ω κ (correlatedGaussian ω κ) x
      = (ω + (N - 1) * Real.sqrt (ω ^ 2 + N * κ)) / 2 * correlatedGaussian ω κ x := by
  have hN0 : (N : ℝ) ≠ 0 := by positivity
  have hΩ := Real.sq_sqrt h
  rw [correlatedGaussian, hamiltonian_gaussian]
  generalize Real.sqrt (ω ^ 2 + N * κ) = Ω at hΩ ⊢
  have hb : N * ((ω - Ω) / N) = ω - Ω := mul_div_cancel₀ _ hN0
  generalize (ω - Ω) / (N : ℝ) = b at hb ⊢
  -- the centre-of-mass term cancels
  have hc : κ + 2 * Ω * b + N * b ^ 2 = 0 := by
    refine (mul_eq_zero.mp (?_ : (N : ℝ) * _ = 0)).resolve_left hN0
    linear_combination (N * b + ω + Ω) * hb - hΩ
  linear_combination gaussian Ω b x / 2 * hb - gaussian Ω b x * (∑ i, x i ^ 2) / 2 * hΩ
    - gaussian Ω b x * (∑ i, x i) ^ 2 / 2 * hc

/-- For `a > 0` the density is integrable, with integral `√(π/a)^N`. -/
theorem density_integral {a : ℝ} (ha : 0 < a) :
    Integrable (fun x : Fin N → ℝ => density a x) ∧
      ∫ x : Fin N → ℝ, density a x = Real.sqrt (Real.pi / a) ^ N := by
  have h : ∀ x : Fin N → ℝ, density a x = ∏ k, Real.exp (-a * x k ^ 2) := fun x => by
    rw [density, Finset.mul_sum, Real.exp_sum]
  simp only [h]
  refine ⟨Integrable.fintype_prod (f := fun (_ : Fin N) (t : ℝ) => Real.exp (-a * t ^ 2))
    fun _ => integrable_exp_neg_mul_sq ha, ?_⟩
  rw [integral_fintype_prod_volume_eq_prod (fun (_ : Fin N) (t : ℝ) => Real.exp (-a * t ^ 2))]
  simp only [integral_gaussian, Finset.prod_const, Finset.card_univ, Fintype.card_fin]

/-- For `a > 0` the second moments of the density are finite; those of different particles vanish,
and each diagonal one is `1/(2a)` times the integral `√(π/a)^N` of the density. -/
theorem density_moments {a : ℝ} (ha : 0 < a) (i j : Fin N) :
    Integrable (fun x : Fin N → ℝ => x i * x j * density a x) ∧
      ∫ x : Fin N → ℝ, x i * x j * density a x
        = if i = j then Real.sqrt (Real.pi / a) ^ N / (2 * a) else 0 := by
  have i0 := integrable_exp_neg_mul_sq ha
  have i1 := integrable_mul_exp_neg_mul_sq ha
  have i2 := integrable_rpow_mul_exp_neg_mul_sq ha (s := 2) (by norm_num)
  simp only [Real.rpow_two] at i2
  have d0 : ∀ t : ℝ, HasDerivAt (fun t => Real.exp (-a * t ^ 2))
      (-2 * a * (t * Real.exp (-a * t ^ 2))) t := fun t => by
    have h := ((hasDerivAt_id' t).fun_mul (hasDerivAt_id' t)).const_mul (-a)
    simp only [← sq] at h
    exact h.exp.congr_deriv (by ring)
  -- one-dimensional moments by integration of total derivatives
  have m1 : ∫ t : ℝ, t * Real.exp (-a * t ^ 2) = 0 := by
    have h := integral_eq_zero_of_hasDerivAt_of_integrable d0 (i1.const_mul (-2 * a)) i0
    rw [integral_const_mul] at h
    exact (mul_eq_zero.mp h).resolve_left (mul_ne_zero (by norm_num) ha.ne')
  have m2 : ∫ t : ℝ, t ^ 2 * Real.exp (-a * t ^ 2) = Real.sqrt (Real.pi / a) / (2 * a) := by
    have h := integral_eq_zero_of_hasDerivAt_of_integrable
      (fun t => ((hasDerivAt_id' t).fun_mul (d0 t)).congr_deriv
        (show _ = Real.exp (-a * t ^ 2) - 2 * a * (t ^ 2 * Real.exp (-a * t ^ 2)) by ring))
      (i0.sub (i2.const_mul (2 * a))) i1
    rw [integral_sub i0 (i2.const_mul (2 * a)), integral_const_mul, integral_gaussian] at h
    rw [eq_div_iff (by positivity)]
    linear_combination -h
  obtain ⟨f, hf⟩ : ∃ f : Fin N → ℝ → ℝ, ∀ k t, f k t =
      (if k = i then t else 1) * (if k = j then t else 1) * Real.exp (-a * t ^ 2) :=
    ⟨_, fun _ _ => rfl⟩
  have hprod : ∀ x : Fin N → ℝ, x i * x j * density a x = ∏ k, f k (x k) := fun x => by
    rw [density, Finset.mul_sum, Real.exp_sum]
    simp only [hf, Finset.prod_mul_distrib, Finset.prod_ite_eq', Finset.mem_univ, if_true]
  have f2 : ∀ k, k = i → k = j → f k = fun t => t ^ 2 * Real.exp (-a * t ^ 2) :=
    fun k h h' => funext fun t => by rw [hf, if_pos h, if_pos h']; ring
  have f1 : ∀ k, k = i → k ≠ j → f k = fun t => t * Real.exp (-a * t ^ 2) :=
    fun k h h' => funext fun t => by rw [hf, if_pos h, if_neg h']; ring
  have f1' : ∀ k, k ≠ i → k = j → f k = fun t => t * Real.exp (-a * t ^ 2) :=
    fun k h h' => funext fun t => by rw [hf, if_neg h, if_pos h']; ring
  have f0 : ∀ k, k ≠ i → k ≠ j → f k = fun t => Real.exp (-a * t ^ 2) :=
    fun k h h' => funext fun t => by rw [hf, if_neg h, if_neg h']; ring
  simp only [hprod]
  refine ⟨Integrable.fintype_prod fun k => ?_, ?_⟩
  · by_cases h : k = i <;> by_cases h' : k = j
    · rw [f2 k h h']; exact i2
    · rw [f1 k h h']; exact i1
    · rw [f1' k h h']; exact i1
    · rw [f0 k h h']; exact i0
  rw [integral_fintype_prod_volume_eq_prod f]
  split_ifs with hij
  · have e : ∀ k, ∫ t, f k t = (if k = i then 1 / (2 * a) else 1)
        * Real.sqrt (Real.pi / a) := fun k => by
      by_cases h : k = i
      · rw [f2 k h (h.trans hij), m2, if_pos h]; ring
      · rw [f0 k h (fun h' => h (h'.trans hij.symm)), integral_gaussian, if_neg h, one_mul]
    simp only [e, Finset.prod_mul_distrib, Finset.prod_ite_eq', Finset.mem_univ, if_true,
      Finset.prod_const, Finset.card_univ, Fintype.card_fin]
    ring
  · exact Finset.prod_eq_zero (Finset.mem_univ i) (by rw [f1 i rfl hij, m1])

/-- For `N ≥ 1`, `ω > 0` and `ω²+Nκ > 0` the correlated Gaussian is square integrable. -/
theorem correlated_sq_integrable {ω κ : ℝ} (hN : 0 < N) (hω : 0 < ω)
    (h : 0 < ω ^ 2 + N * κ) :
    Integrable fun x : Fin N → ℝ => correlatedGaussian ω κ x ^ 2 := by
  have hN' : (0 : ℝ) < N := by positivity
  have hΩ := Real.sqrt_pos.mpr h
  unfold correlatedGaussian
  generalize Real.sqrt (ω ^ 2 + N * κ) = Ω at hΩ ⊢
  refine (density_integral (lt_min hω hΩ)).1.mono' ?_ (ae_of_all _ fun x => ?_)
  · unfold gaussian
    exact Continuous.aestronglyMeasurable (by fun_prop)
  have hT : (∑ i, x i) ^ 2 / (N : ℝ) ≤ ∑ i, x i ^ 2 := by
    have := sq_sum_le_card_mul_sum_sq (s := Finset.univ) (f := x)
    simp only [Finset.card_univ, Fintype.card_fin] at this
    rw [div_le_iff₀ hN']
    linarith
  have h0 : 0 ≤ (∑ i, x i) ^ 2 / (N : ℝ) := by positivity
  rw [Real.norm_of_nonneg (sq_nonneg _), gaussian, ← Real.exp_nat_mul, density,
    Real.exp_le_exp, show (ω - Ω) / N * (∑ i, x i) ^ 2
      = (ω - Ω) * ((∑ i, x i) ^ 2 / N) by ring]
  generalize (∑ i, x i) ^ 2 / (N : ℝ) = T at hT h0 ⊢
  have h1 := mul_le_mul_of_nonneg_right (min_le_left ω Ω) h0
  have h2 := mul_le_mul_of_nonneg_right (min_le_right ω Ω) (sub_nonneg.2 hT)
  push_cast
  linarith

/-- Energy of the product Gaussian of exponent `a > 0`. -/
theorem energy_product (ω κ : ℝ) {a : ℝ} (ha : 0 < a) :
    energy ω κ (productGaussian a : (Fin N → ℝ) → ℝ)
      = N * (a + (ω ^ 2 + (N - 1) * κ) / a) / 4 := by
  have hp : (productGaussian a : (Fin N → ℝ) → ℝ) = gaussian a 0 := funext fun x => by
    rw [productGaussian, gaussian, ← Real.exp_sum, ← Finset.sum_div, ← Finset.mul_sum]
    congr 1
    ring
  have hsq : ∀ x : Fin N → ℝ, gaussian a 0 x ^ 2 = density a x := fun x => by
    rw [gaussian, density, ← Real.exp_nat_mul]
    congr 1
    push_cast
    ring
  have hint : ∀ x : Fin N → ℝ, gaussian a 0 x * hamiltonian ω κ (gaussian a 0) x
      = N * a / 2 * density a x
        + (ω ^ 2 + N * κ - a ^ 2) / 2 * (∑ i, x i * x i * density a x)
        - κ / 2 * ∑ i, ∑ j, x i * x j * density a x := fun x => by
    simp only [← Finset.sum_mul, ← Finset.mul_sum]
    rw [hamiltonian_gaussian, ← hsq]
    simp only [← sq]
    ring
  have hm := fun i j : Fin N => density_moments ha i j
  have I0 := (density_integral (N := N) ha).1
  have I1 := MeasureTheory.integrable_finsetSum Finset.univ fun i _ => (hm i i).1
  have I2 := MeasureTheory.integrable_finsetSum Finset.univ fun i _ =>
    MeasureTheory.integrable_finsetSum Finset.univ fun j _ => (hm i j).1
  have I01 : Integrable fun x : Fin N → ℝ => N * a / 2 * density a x
      + (ω ^ 2 + N * κ - a ^ 2) / 2 * (∑ i, x i * x i * density a x) :=
    (I0.const_mul _).add (I1.const_mul _)
  have V1 : ∫ x : Fin N → ℝ, ∑ i, x i * x i * density a x
      = N * (Real.sqrt (Real.pi / a) ^ N / (2 * a)) := by
    rw [MeasureTheory.integral_finsetSum _ fun i _ => (hm i i).1,
      Finset.sum_congr rfl fun i _ => (hm i i).2]
    simp
  have V2 : ∫ x : Fin N → ℝ, ∑ i, ∑ j, x i * x j * density a x
      = N * (Real.sqrt (Real.pi / a) ^ N / (2 * a)) := by
    rw [MeasureTheory.integral_finsetSum _ fun i _ => MeasureTheory.integrable_finsetSum _ fun j _ => (hm i j).1,
      Finset.sum_congr rfl fun i _ => (MeasureTheory.integral_finsetSum _ fun j _ => (hm i j).1).trans
        (Finset.sum_congr rfl fun j _ => (hm i j).2)]
    simp
  rw [energy, hp]
  simp only [hint, hsq]
  rw [integral_sub I01 (I2.const_mul _), integral_add (I0.const_mul _) (I1.const_mul _),
    integral_const_mul, integral_const_mul, integral_const_mul, V1, V2, (density_integral ha).2]
  have hZ : Real.sqrt (Real.pi / a) ^ N ≠ 0 := by positivity
  generalize Real.sqrt (Real.pi / a) ^ N = Z at hZ ⊢
  field_simp
  ring

/-- For `N ≥ 2`, `ω > 0`, `ω²+Nκ > 0` and `κ ≠ 0`, the correlated Gaussian is a square integrable
eigenfunction whose energy lies strictly below the minimum over centred equal-width product
Gaussians, which is `N√(ω²+(N-1)κ)/2`. -/
theorem correlated_below_product {ω κ : ℝ} (hN : 2 ≤ N) (hω : 0 < ω)
    (h : 0 < ω ^ 2 + N * κ) (hκ : κ ≠ 0) :
    (Integrable fun x : Fin N → ℝ => correlatedGaussian ω κ x ^ 2) ∧
    (∀ x : Fin N → ℝ, hamiltonian ω κ (correlatedGaussian ω κ) x
      = (ω + (N - 1) * Real.sqrt (ω ^ 2 + N * κ)) / 2 * correlatedGaussian ω κ x) ∧
    IsLeast ((fun a => energy ω κ (productGaussian a : (Fin N → ℝ) → ℝ)) '' Set.Ioi 0)
      (N * Real.sqrt (ω ^ 2 + (N - 1) * κ) / 2) ∧
    (ω + (N - 1) * Real.sqrt (ω ^ 2 + N * κ)) / 2
      < N * Real.sqrt (ω ^ 2 + (N - 1) * κ) / 2 := by
  have hN2 : (2 : ℝ) ≤ N := by exact_mod_cast hN
  have hN0 : (0 : ℝ) < N := by linarith
  have hN1 : (0 : ℝ) < N - 1 := by linarith
  have hs : 0 < ω ^ 2 + (N - 1) * κ := by
    refine pos_of_mul_pos_right (?_ : 0 < (N : ℝ) * _) hN0.le
    have := mul_pos hN1 h
    nlinarith [sq_pos_of_pos hω]
  refine ⟨correlated_sq_integrable (by omega) hω h, correlated_eigen (by omega) h.le,
    ⟨⟨_, Real.sqrt_pos.mpr hs, ?_⟩, ?_⟩, ?_⟩
  · beta_reduce
    rw [energy_product ω κ (Real.sqrt_pos.mpr hs), Real.div_sqrt]
    ring
  · rintro _ ⟨a, ha, rfl⟩
    have ha' : 0 < a := ha
    beta_reduce
    rw [energy_product ω κ ha']
    have hq := Real.sq_sqrt hs.le
    have h1 : 2 * Real.sqrt (ω ^ 2 + (N - 1) * κ) - a ≤ (ω ^ 2 + (N - 1) * κ) / a := by
      rw [le_div_iff₀ ha']
      nlinarith [sq_nonneg (a - Real.sqrt (ω ^ 2 + (N - 1) * κ))]
    have h2 := mul_le_mul_of_nonneg_left h1 hN0.le
    linarith
  · have hq := Real.sq_sqrt hs.le
    have hΩ := Real.sq_sqrt h.le
    have hr := Real.sqrt_nonneg (ω ^ 2 + (N - 1) * κ)
    generalize Real.sqrt (ω ^ 2 + (N - 1) * κ) = r at hq hr ⊢
    generalize Real.sqrt (ω ^ 2 + N * κ) = Ω at hΩ ⊢
    -- coupling separates the two frequencies
    have hne : Ω - ω ≠ 0 := fun h0 => by
      have : (N : ℝ) * κ = 0 := by linear_combination (Ω + ω) * h0 - hΩ
      exact (mul_ne_zero hN0.ne' hκ) this
    have key : (N * r) ^ 2 = (ω + (N - 1) * Ω) ^ 2 + (N - 1) * (Ω - ω) ^ 2 := by
      linear_combination (N : ℝ) ^ 2 * hq - N * (N - 1) * hΩ
    have hpos : 0 < (N - 1) * (Ω - ω) ^ 2 := by positivity
    have := lt_of_pow_lt_pow_left₀ 2 (mul_nonneg hN0.le hr)
      (show (ω + (N - 1) * Ω) ^ 2 < (N * r) ^ 2 by linarith)
    linarith

end CoupledOscillators
```

```lean
#print axioms CoupledOscillators.correlated_below_product
```

```
'CoupledOscillators.correlated_below_product' depends on axioms: [propext, Classical.choice, Quot.sound]
```

## An eigenfunction, an attained minimum and a strict gap

`correlated_below_product` states four things: square integrability, the eigenvalue equation at every point, the product minimum and the strict inequality. A configuration is `x : Fin N → ℝ`. `Function.update x i t` moves only particle `i`, so the nested `deriv` is a second partial derivative. `IsLeast` over `Set.Ioi 0` says that some $a>0$ attains the minimum and none goes below it. `energy` is the quotient of integrals, so the unnormalised states need no prefactor.

`pair_sum` adds the two orderings of each pair. `second_deriv_gaussian` separates the moving coordinate from the others and differentiates twice; `hamiltonian_gaussian` sums the result. `correlated_eigen` cancels the quadratic terms, and `correlated_sq_integrable` supplies the Gaussian bound. `density_integral` and `density_moments` factorise the integrals, which `energy_product` assembles. In the last theorem, `nlinarith` uses the square $(a-r)^2$, and `key` is the identity for the gap.

The theorem does not say that $E$ is the ground-state energy, and it compares only with products centred at the origin that share one exponent. $E$ enters as an eigenvalue, not as a computed `energy` quotient. Moving to electrons replaces the harmonic coupling by Coulomb repulsion, and no hypothesis here justifies that step: agreement with these values leaves Coulomb matrix elements unchecked. Both wavefunctions are also symmetric under exchange of particles, which suits bosons or two electrons in a spin singlet, but not three or more electrons.
